# A small relative error in the electron count moves an insulator's Fermi level out of its gap

Let $N(E)$ be the integrated density of states, the number of one-electron states per cell up to energy $E$. It is continuous and nondecreasing, tends to $0$ as $E\to-\infty$, and equals the electron number $q>0$ exactly on the gap $[a,b]$, with $a<b$. A Fermi level is any solution of the counting condition, which for the exact count is $N(E)=q$. A relative error $\varepsilon>0$, taken to be independent of energy, changes the condition to $(1-\varepsilon)N(E)=q$ (undercount) or $(1+\varepsilon)N(E)=q$ (overcount). An energy is "in a gap" if $N$ is constant near it.

## From the count to the band edges

For small $\varepsilon$ both erroneous conditions have solutions. Those of the undercount lie above $b$ and tend to $b$ as $\varepsilon\to0$; those of the overcount lie below $a$ and tend to $a$.

**Side of the gap.** Since $N$ is nondecreasing with limit $0$ at $-\infty$, $N\ge 0$. An undercount solution satisfies $N(E)=q+\varepsilon N(E)\ge q>0$, hence $N(E)>q=N(b)$ and $E>b$. An overcount solution has $N(E)=q/(1+\varepsilon)<q=N(a)$, so $E<a$.

**Distance.** Fix $\delta>0$. Because the plateau is exactly $[a,b]$, $N(a-\delta)<q<N(b+\delta)$. Take
$$\varepsilon<\varepsilon_0=\min\left(\frac{N(b+\delta)-q}{N(b+\delta)},\ \frac{q-N(a-\delta)}{q}\right).$$
Then $\varepsilon<1$ and $(1-\varepsilon)N(b+\delta)>q$, so monotonicity excludes undercount solutions at or above $b+\delta$. Likewise
$$(1+\varepsilon)N(a-\delta)\le N(a-\delta)+\varepsilon q<q$$
excludes overcount solutions at or below $a-\delta$.

**Existence.** The undercounted function is below $q$ at $b$ and above it at $b+\delta$. The overcounted one is below $q$ at very low energy and above it at $a$. The intermediate value theorem gives a solution in each case.

**Metallization.** If $N$ increases strictly next to both edges, the displaced levels lie inside bands once $\varepsilon$ is small enough. Without some such condition, further plateaus could accumulate at an edge, and arbitrarily small errors could put the level in one of them.

**Size of the shift.** If $N=q+c(E-b)^p$ above the gap, the undercount condition becomes $c(1-\varepsilon)(E-b)^p=q\varepsilon$, so
$$E-b=\left(\frac{q\varepsilon}{c(1-\varepsilon)}\right)^{1/p}.$$
Here $c$ sets the weight of the band edge and $p$ its shape; a parabolic minimum in three dimensions has $p=3/2$.

In a multiple-scattering calculation, integrating the Green function over the cells with a finite angular-momentum cutoff can leave the count slightly wrong. With $q=8$ and $0.1\%$ missing, the program finds $7.992$ electrons throughout the gap and raises the Fermi level into the conduction band until its count reaches $8$. Lloyd's formula takes the count from the phase of a determinant instead of from that cell integral, although the determinant is itself evaluated with a finite cutoff.

## The count and its gap in Lean

```lean
import Mathlib

open Filter Topology

namespace LloydCountError

noncomputable section

/-- `N` is the integrated density of states of an insulator with `q > 0` electrons: continuous,
nondecreasing, vanishing at minus infinity, and equal to `q` exactly on the gap `[a, b]`, `a < b`. -/
structure IsGappedCount (N : ℝ → ℝ) (q a b : ℝ) : Prop where
  cont : Continuous N
  mono : Monotone N
  vacuum : Tendsto N atBot (𝓝 0)
  electrons : 0 < q
  gap : a < b
  plateau : ∀ E, N E = q ↔ E ∈ Set.Icc a b
```

The structure collects the assumptions on `N`. The equivalence in `plateau` says that the count equals `q` on the closed interval `Set.Icc a b` and nowhere else. `N` is any function with these properties; it is not derived from a Hamiltonian or from Lloyd's formula.

```lean
/-- The energy `E` lies inside a gap when the integrated density of states is constant near `E`. -/
def InGap (N : ℝ → ℝ) (E : ℝ) : Prop :=
  ∃ δ > 0, ∀ E', |E' - E| < δ → N E' = N E
```

This is local constancy, so the edges $a$ and $b$ themselves are not in the gap in this sense.

## Which side, and whether a level exists

```lean
variable {N : ℝ → ℝ} {q a b : ℝ}

/-- If the count is too small by a relative error `ε > 0`, every Fermi level lies above the gap. -/
theorem fermi_above_gap (h : IsGappedCount N q a b) {ε E : ℝ} (hε : 0 < ε)
    (hE : (1 - ε) * N E = q) : b < E := by
  have hq := h.electrons
  have hb : N b = q := (h.plateau b).2 ⟨h.gap.le, le_rfl⟩
  -- the count is nonnegative, so the true count at `E` exceeds `q`
  have h0 : 0 ≤ N E := h.mono.le_of_tendsto h.vacuum E
  have h1 : 0 ≤ ε * N E := mul_nonneg hε.le h0
  have h2 : 0 < N E := by linarith
  have h3 : 0 < ε * N E := mul_pos hε h2
  by_contra hc
  have h4 : N E ≤ N b := h.mono (not_lt.1 hc)
  linarith
```

The proof obtains $N(E)\ge0$ from the limit, then supposes $E\le b$; monotonicity and `linarith` give the contradiction.

```lean
/-- If the count is too large by a relative error `ε > 0`, every Fermi level lies below the gap. -/
theorem fermi_below_gap (h : IsGappedCount N q a b) {ε E : ℝ} (hε : 0 < ε)
    (hE : (1 + ε) * N E = q) : E < a := by
  have ha : N a = q := (h.plateau a).2 ⟨le_rfl, h.gap.le⟩
  by_contra hc
  have h1 : N a ≤ N E := h.mono (not_lt.1 hc)
  have h2 : 0 < ε * N E := mul_pos hε (by linarith [h.electrons])
  linarith
```

The overcount is handled in the same way, with the comparison made at $a$.

```lean
/-- For every relative overcount `ε > 0`, however large, a Fermi level exists. -/
theorem exists_fermi_overcount (h : IsGappedCount N q a b) {ε : ℝ} (hε : 0 < ε) :
    ∃ E, (1 + ε) * N E = q := by
  have hs : 0 < 1 + ε := by linarith
  have ha : N a = q := (h.plateau a).2 ⟨le_rfl, h.gap.le⟩
  -- at sufficiently low energy the scaled count is less than `q`
  obtain ⟨E₀, h1, h2⟩ := ((h.vacuum.eventually_lt_const (div_pos h.electrons hs)).and
    (eventually_le_atBot a)).exists
  have h3 : N E₀ * (1 + ε) < q := (lt_div_iff₀ hs).1 h1
  have hc : Continuous (fun E => (1 + ε) * N E) := continuous_const.mul h.cont
  have hm : q ∈ Set.Icc ((1 + ε) * N E₀) ((1 + ε) * N a) := by
    constructor
    · linarith
    · rw [ha]
      nlinarith [mul_pos hε h.electrons]
  obtain ⟨E, -, hE⟩ := intermediate_value_Icc h2 hc.continuousOn hm
  exact ⟨E, hE⟩
```

The limit supplies an energy `E₀` at or below $a$ where the scaled count is less than $q$, and `intermediate_value_Icc` does the rest. No smallness of $\varepsilon$ is needed.

## Convergence to the edges

```lean
/-- Given `δ > 0`, for all sufficiently small relative count errors `ε > 0`, Fermi levels exist for
both signs of the error; those of the undercount lie above `b` and within `δ` of it, those of the
overcount lie below `a` and within `δ` of it. -/
theorem fermi_level_jumps_to_band_edges (h : IsGappedCount N q a b) {δ : ℝ} (hδ : 0 < δ) :
    ∃ ε₀ > 0, ∀ ε, 0 < ε → ε < ε₀ →
      ((∃ E, (1 - ε) * N E = q) ∧ ∀ E, (1 - ε) * N E = q → b < E ∧ E < b + δ) ∧
      ((∃ E, (1 + ε) * N E = q) ∧ ∀ E, (1 + ε) * N E = q → a - δ < E ∧ E < a) := by
  have hq := h.electrons
  have ha : N a = q := (h.plateau a).2 ⟨le_rfl, h.gap.le⟩
  have hb : N b = q := (h.plateau b).2 ⟨h.gap.le, le_rfl⟩
  -- just outside the gap the count differs strictly from `q`
  have hU : q < N (b + δ) := by
    refine lt_of_le_of_ne (hb ▸ h.mono (by linarith)) fun e => ?_
    have := ((h.plateau _).1 e.symm).2
    linarith
  have hL : N (a - δ) < q := by
    refine lt_of_le_of_ne (ha ▸ h.mono (by linarith)) fun e => ?_
    have := ((h.plateau _).1 e).1
    linarith
  have hU0 : 0 < N (b + δ) := hq.trans hU
  refine ⟨min ((N (b + δ) - q) / N (b + δ)) ((q - N (a - δ)) / q),
    lt_min (div_pos (by linarith) hU0) (div_pos (by linarith) hq), fun ε hε hlt => ?_⟩
  have h1 : ε * N (b + δ) < N (b + δ) - q := (lt_div_iff₀ hU0).1 (lt_min_iff.1 hlt).1
  have h2 : ε * q < q - N (a - δ) := (lt_div_iff₀ hq).1 (lt_min_iff.1 hlt).2
  have hε1 : ε < 1 := by
    by_contra hc
    nlinarith [mul_le_mul_of_nonneg_right (not_lt.1 hc) hU0.le]
  refine ⟨⟨?_, fun E hE => ⟨fermi_above_gap h hε hE, ?_⟩⟩,
    ⟨exists_fermi_overcount h hε, fun E hE => ⟨?_, fermi_below_gap h hε hE⟩⟩⟩
  · have hc : Continuous (fun E => (1 - ε) * N E) := continuous_const.mul h.cont
    have hm : q ∈ Set.Icc ((1 - ε) * N b) ((1 - ε) * N (b + δ)) := by
      constructor
      · rw [hb]
        nlinarith [mul_pos hε hq]
      · linarith
    obtain ⟨E, -, hE⟩ := intermediate_value_Icc (by linarith : b ≤ b + δ) hc.continuousOn hm
    exact ⟨E, hE⟩
  · by_contra hc
    have h3 : N (b + δ) ≤ N E := h.mono (not_lt.1 hc)
    have h4 := mul_le_mul_of_nonneg_left h3 (by linarith : 0 ≤ 1 - ε)
    linarith
  · by_contra hc
    have h3 : N E ≤ N (a - δ) := h.mono (not_lt.1 hc)
    have h4 := mul_le_mul_of_nonneg_left h3 (by linarith : 0 ≤ 1 + ε)
    have h5 := mul_le_mul_of_nonneg_left hL.le hε.le
    linarith
```

The limit is expressed by a tolerance: for each `δ > 0` there is an `ε₀ > 0` below which solutions exist and all lie within `δ` of their edge. `hU` and `hL` are the strict inequalities just outside the gap, and the minimum is the $\varepsilon_0$ above. The last three bullets prove existence for the undercount and then the two distance bounds.

## From insulator to metal

```lean
/-- An energy strictly inside a band, where the count strictly increases, is not in a gap. -/
theorem not_inGap_of_band {c d E : ℝ} (hN : StrictMonoOn N (Set.Icc c d))
    (hc : c < E) (hd : E < d) : ¬ InGap N E := by
  rintro ⟨δ, hδ, hconst⟩
  have hpos : 0 < min (δ / 2) (d - E) := lt_min (by linarith) (by linarith)
  have h1 := min_le_left (δ / 2) (d - E)
  have h2 := min_le_right (δ / 2) (d - E)
  have h3 := hconst (E + min (δ / 2) (d - E)) (by
    rw [add_sub_cancel_left, abs_of_pos hpos]
    linarith)
  have h4 := hN ⟨hc.le, hd.le⟩
    (⟨by linarith, by linarith⟩ : E + min (δ / 2) (d - E) ∈ Set.Icc c d) (by linarith)
  linarith
```

Any neighbourhood of $E$ contains a slightly higher energy still in the band, where the count is larger.

```lean
/-- Let the count increase strictly in a window of width `w > 0` on either side of the gap. The
exact count has a Fermi level in a gap, but for all sufficiently small relative errors `ε > 0` of
either sign no Fermi level is in a gap. -/
theorem count_error_metallizes (h : IsGappedCount N q a b) {w : ℝ} (hw : 0 < w)
    (hlow : StrictMonoOn N (Set.Icc (a - w) a)) (hup : StrictMonoOn N (Set.Icc b (b + w))) :
    (∃ E, N E = q ∧ InGap N E) ∧
    ∃ ε₀ > 0, ∀ ε, 0 < ε → ε < ε₀ →
      ∀ E, (1 - ε) * N E = q ∨ (1 + ε) * N E = q → ¬ InGap N E := by
  have hab := h.gap
  constructor
  · -- the midpoint of the gap
    have hm : N ((a + b) / 2) = q := (h.plateau _).2 ⟨by linarith, by linarith⟩
    refine ⟨(a + b) / 2, hm, (b - a) / 2, by linarith, fun E' hE' => ?_⟩
    rw [hm]
    have h1 := abs_lt.1 hE'
    exact (h.plateau _).2 ⟨by linarith [h1.1], by linarith [h1.2]⟩
  · obtain ⟨ε₀, h0, hε₀⟩ := fermi_level_jumps_to_band_edges h hw
    refine ⟨ε₀, h0, fun ε hε hlt E hE => ?_⟩
    obtain ⟨⟨-, hA⟩, ⟨-, hB⟩⟩ := hε₀ ε hε hlt
    rcases hE with hE | hE
    · exact not_inGap_of_band hup (hA E hE).1 (hA E hE).2
    · exact not_inGap_of_band hlow (hB E hE).1 (hB E hE).2
```

The exact count has a Fermi level in a gap, namely the midpoint. For small errors of either sign, no Fermi level is in a gap. The proof applies `fermi_level_jumps_to_band_edges` with `δ` equal to the window width `w`, and then `not_inGap_of_band`. For non-interacting electrons with a uniform count error, an insulator can thus be misidentified as a metal however small the error.

## The shift at a power-law edge

```lean
/-- If the count rises as `q + c (E - b) ^ p` with `c, p > 0` in a window above the gap, a Fermi
level in that window for a relative undercount `ε > 0` lies `(q ε / (c (1 - ε))) ^ (1 / p)`
above `b`. -/
theorem band_edge_shift (h : IsGappedCount N q a b) {c p w ε E : ℝ} (hc : 0 < c) (hp : 0 < p)
    (hband : ∀ x ∈ Set.Icc b (b + w), N x = q + c * (x - b) ^ p)
    (hε : 0 < ε) (hE : (1 - ε) * N E = q) (hEw : E ≤ b + w) :
    E - b = (q * ε / (c * (1 - ε))) ^ (1 / p) := by
  have hbE := fermi_above_gap h hε hE
  have h0 : 0 ≤ N E := h.mono.le_of_tendsto h.vacuum E
  have hs : 0 < 1 - ε := by
    by_contra hn
    have := mul_nonpos_of_nonpos_of_nonneg (not_lt.1 hn) h0
    linarith [h.electrons]
  rw [hband E ⟨hbE.le, hEw⟩] at hE
  -- solve the Fermi condition for the power of the shift, then take the root
  have hpow : (E - b) ^ p = q * ε / (c * (1 - ε)) := by
    rw [eq_div_iff (mul_pos hc hs).ne']
    linear_combination hE
  rw [← hpow, ← Real.rpow_mul (by linarith : 0 ≤ E - b), mul_one_div_cancel hp.ne',
    Real.rpow_one]
```

The theorem treats a given undercount solution inside the window. `linear_combination` solves for the power, and `Real.rpow_mul` takes the root.

## A two-band example

```lean
/-- A two-band model count: it rises linearly on `[-1, 0]`, is constant on `[0, 1]`, and rises
linearly above `1`. -/
def modelCount (E : ℝ) : ℝ := max 0 (min (E + 1) 1) + max 0 (E - 1)

/-- The two-band model count is that of an insulator with one electron and gap `[0, 1]`, and it
increases strictly in windows of width one on either side of the gap. -/
theorem isGappedCount_witness : IsGappedCount modelCount 1 0 1 ∧
    StrictMonoOn modelCount (Set.Icc (0 - 1) 0) ∧
    StrictMonoOn modelCount (Set.Icc 1 (1 + 1)) := by
  refine ⟨⟨?_, ?_, ?_, one_pos, one_pos, fun E => ?_⟩, ?_, ?_⟩
  · unfold modelCount
    fun_prop
  · intro x y hxy
    exact add_le_add (max_le_max le_rfl (min_le_min (by linarith) le_rfl))
      (max_le_max le_rfl (by linarith))
  · refine tendsto_const_nhds.congr' ?_
    filter_upwards [eventually_le_atBot (-1 : ℝ)] with E hE
    simp only [modelCount, max_def, min_def]
    split_ifs <;> linarith
  · simp only [modelCount, Set.mem_Icc, max_def, min_def]
    constructor
    · intro h
      split_ifs at h <;> constructor <;> linarith
    · rintro ⟨h0, h1⟩
      split_ifs <;> linarith
  · rintro x ⟨hx0, hx1⟩ y ⟨hy0, hy1⟩ hxy
    simp only [modelCount, max_def, min_def]
    split_ifs <;> linarith
  · rintro x ⟨hx0, hx1⟩ y ⟨hy0, hy1⟩ hxy
    simp only [modelCount, max_def, min_def]
    split_ifs <;> linarith

end

end LloydCountError
```

This count has $q=1$ and gap $[0,1]$, and it meets every assumption of the metallization theorem. The proof splits the maxima and minima into linear cases.

```lean
#print axioms LloydCountError.count_error_metallizes
#print axioms LloydCountError.band_edge_shift
```

```
'LloydCountError.count_error_metallizes' depends on axioms: [propext, Classical.choice, Quot.sound]
'LloydCountError.band_edge_shift' depends on axioms: [propext, Classical.choice, Quot.sound]
```
